# Stable theta-leaping of A ⇌ B tends to the equilibrium variance exactly when θ = 1/2

Let $N\ge 1$ molecules isomerise with rate constants $c_1>0$ for A → B and $c_2>0$ for B → A. Simulate them by theta-leaping with time step $\tau>0$ and implicitness weight $\theta$, and put $h=(c_1+c_2)\tau$. Suppose that $(1-2\theta)h<2$ and that at every leap the firing counts have, given the current population, the first and second moments of independent Poisson counts. Then the variance of the A population converges to

$$v_*=\frac{2Nc_1c_2}{(c_1+c_2)^2\,\bigl(2+(2\theta-1)h\bigr)} .$$

This equals the equilibrium variance $Nc_1c_2/(c_1+c_2)^2$ exactly when $\theta=1/2$.

## The reaction and its leap

Each A molecule converts with probability $c_1$ per unit time, and each B molecule with probability $c_2$. With $X$ molecules of A, the propensities are $a_1(X)=c_1X$ and $a_2(X)=c_2(N-X)$.

A leap draws counts $K_1,K_2$ of the two reactions. Given $X$, they are independent with Poisson means $\tau a_1(X)$ and $\tau a_2(X)$. The new population $Y$ solves

$$Y=X+K_2-K_1+\theta\tau\bigl[(a_2-a_1)(Y)-(a_2-a_1)(X)\bigr].$$

Thus $\theta=0$ is explicit tau-leaping, and $\theta=1$ treats the drift fully implicitly.

## From one leap to the limiting variance

Since $(a_2-a_1)(X)=Nc_2-(c_1+c_2)X$, the bracket is $-(c_1+c_2)(Y-X)$. With $g=1+\theta h$,

$$gY=gX+K_2-K_1 .$$

The mean of $K_2-K_1$ is $Nc_2\tau-h\,E X$. With $b=g-h=1-(1-\theta)h$, this gives

$$g\,EY=b\,EX+Nc_2\tau .$$

For the variance, $\mathrm{Cov}(X,K_2-K_1)=-h\,\mathrm{Var}X$ and $\mathrm{Var}(K_2-K_1)=h^2\,\mathrm{Var}X+\tau E(a_1+a_2)$. The terms in $\mathrm{Var}X$ add up to $g^2-2gh+h^2=b^2$, so

$$g^2\,\mathrm{Var}Y=b^2\,\mathrm{Var}X+\tau\bigl(c_1EX+c_2(N-EX)\bigr).$$

The mean is stationary at $m=Nc_2/(c_1+c_2)$. There $c_1m=c_2(N-m)$, so the noise term is $2c_1m\tau$. Because $g^2-b^2=(g-b)(g+b)=h\,(2+(2\theta-1)h)$, the stationary variance is $2c_1m\tau/(g^2-b^2)=v_*$.

For convergence, $h>0$ gives $b<g$, and $(1-2\theta)h<2$ gives $-b<g$. Hence $r=b/g$ satisfies $|r|<1$: each leap shrinks a deviation of the mean. Let $d_n$ and $w_n$ be the errors of mean and variance after $n$ leaps, and let $q=\tau(c_1-c_2)/g^2$. Subtracting the stationary equations gives $d_{n+1}=r\,d_n$ and $w_{n+1}=r^2w_n+q\,d_n$, so $d_n=r^nd_0$ and

$$w_{n+1}=r^{2n+2}w_0+q\,d_0\,\frac{r^n-r^{2n+1}}{1-r}\;\to\;0 .$$

## Comparison with the binomial equilibrium

In equilibrium each molecule is independently in form A with probability $p=c_2/(c_1+c_2)$. The binomial weights $\pi_k$ satisfy detailed balance, $c_1(k+1)\pi_{k+1}=c_2(N-k)\pi_k$, because $(k+1)\binom{N}{k+1}=(N-k)\binom Nk$ and $c_1p=c_2(1-p)$. Adding $N$ independent variances gives $Np(1-p)=Nc_1c_2/(c_1+c_2)^2$.

The ratio of $v_*$ to this value is $2/(2+(2\theta-1)h)$, which is 1 only if $\theta=1/2$. For this linear two-state network, as long as the counts keep the assumed moments, the limiting variance is therefore too large for stable explicit leaping and too small for fully implicit leaping.

## Conditional and unconditional moments of the counts

It is easy to use $\tau E(a_1)$ for the variance of $K_1$, and likewise for $K_2$, and to treat the counts as uncorrelated with $X$ and with each other. These rules hold only at fixed $X$. The error replaces $b^2$ by $g^2$ in the variance recursion, so damping disappears and, at the steady mean, the variance grows without bound.

## What the Lean statements say

Random variables are elements of a commutative real algebra `A`, and `E` is a linear functional with `E 1 = 1`. The structure `IsThetaLeap` contains the implicit update and the moments of the counts used above; no full Poisson law is needed. `forward` and `backward` are $a_1$ and $a_2$. The code writes out $(c_1+c_2)\tau$ where the text has $h$, and its own `h` names hypotheses.

`leap_mean` and `leap_variance` derive the two recursions for one leap. `variance_tendsto` takes real sequences `μ` and `v` that obey these recursions for all $n$, and gives the limit `leapVariance` from any initial values. It needs only $c_1+c_2>0$, $\tau>0$ and the stability condition, and $\theta$ need not lie in $[0,1]$. `steady_recursion_tendsto` is the case with the mean held at $m$.

`exact_iff_half` compares the limit with `equilibriumVariance`, a sum over binomial weights. It requires both rates and $N$ to be positive: if $N$ or one of the rates vanishes, both variances are zero for every $\theta$.

That the assumed moments hold at every leap is an idealisation of a running simulation. Poisson counts are unbounded, so each leap from inside $[0,N]$ has a positive probability of ending outside, where a propensity is negative and no Poisson count with that mean exists. Clipping the population or the propensity changes the moments, and so can rounding $Y$, which for $\theta\ne0$ is generally not an integer. With such repairs $v_*$ need not be the exact limit. Agreement at $\theta=1/2$ concerns the variance, not the whole distribution.

```lean
import Mathlib

open Filter Topology

namespace IsomerisationLeaping

noncomputable section

variable {A : Type*} [CommRing A] [Algebra ℝ A]

/-- Propensity `c₁ X` of the reaction A → B, where `X` is the population of A. -/
def forward (c₁ : ℝ) (X : A) : A := c₁ • X

/-- Propensity `c₂ (N - X)` of the reaction B → A, with `N` molecules in total. -/
def backward (c₂ N : ℝ) (X : A) : A := c₂ • (N • (1 : A) - X)

/-- One theta-leap from `X` to `Y`: the firing counts `K₁`, `K₂` have the first and second
moments of Poisson counts that are independent given `X`, and the drift is treated implicitly
with weight `θ`. -/
structure IsThetaLeap (E : A →ₗ[ℝ] ℝ) (c₁ c₂ N τ θ : ℝ) (X K₁ K₂ Y : A) : Prop where
  total : E 1 = 1
  mean₁ : E K₁ = τ * E (forward c₁ X)
  mean₂ : E K₂ = τ * E (backward c₂ N X)
  corr₁ : E (X * K₁) = τ * E (X * forward c₁ X)
  corr₂ : E (X * K₂) = τ * E (X * backward c₂ N X)
  sq₁ : E (K₁ * K₁) = τ ^ 2 * E (forward c₁ X * forward c₁ X) + τ * E (forward c₁ X)
  sq₂ : E (K₂ * K₂) = τ ^ 2 * E (backward c₂ N X * backward c₂ N X) + τ * E (backward c₂ N X)
  joint : E (K₁ * K₂) = τ ^ 2 * E (forward c₁ X * backward c₂ N X)
  step : Y = X + K₂ - K₁ + (θ * τ) •
    ((backward c₂ N Y - forward c₁ Y) - (backward c₂ N X - forward c₁ X))

/-- Variance of a random variable under the expectation `E`. -/
def variance (E : A →ₗ[ℝ] ℝ) (X : A) : ℝ := E (X * X) - E X ^ 2

/-- The steady mean population `N c₂ / (c₁ + c₂)` of A, for `c₁ + c₂ ≠ 0`. -/
def steadyMean (c₁ c₂ N : ℝ) : ℝ := N * c₂ / (c₁ + c₂)

/-- The candidate limiting variance of theta-leaping, for `c₁ + c₂ ≠ 0` and
`2 + (2θ - 1)(c₁ + c₂)τ ≠ 0`. -/
def leapVariance (c₁ c₂ N τ θ : ℝ) : ℝ :=
  2 * N * c₁ * c₂ / ((c₁ + c₂) ^ 2 * (2 + (2 * θ - 1) * ((c₁ + c₂) * τ)))

/-- Binomial probability of finding `k` of `N` molecules in form A, for nonnegative rates that are
not both zero. -/
def equilibrium (c₁ c₂ : ℝ) (N k : ℕ) : ℝ :=
  (N.choose k : ℝ) * (c₂ / (c₁ + c₂)) ^ k * (1 - c₂ / (c₁ + c₂)) ^ (N - k)

/-- Variance of the population of A in the binomial equilibrium, for nonnegative rates that are not
both zero. -/
def equilibriumVariance (c₁ c₂ : ℝ) (N : ℕ) : ℝ :=
  ∑ k ∈ Finset.range (N + 1), ((k : ℝ) - steadyMean c₁ c₂ N) ^ 2 * equilibrium c₁ c₂ N k

/-- The average over four equally likely outcomes. -/
def average : (Fin 4 → ℝ) →ₗ[ℝ] ℝ where
  toFun f := (f 0 + f 1 + f 2 + f 3) / 4
  map_add' f g := by simp only [Pi.add_apply]; ring
  map_smul' c f := by simp only [Pi.smul_apply, smul_eq_mul, RingHom.id_apply]; ring

/-- Two molecules, one in each form, make a theta-leap with `c₁ = c₂ = τ = 1` and `θ = 1/2`;
each reaction fires zero or two times with equal probability. -/
theorem isThetaLeap_witness :
    IsThetaLeap average 1 1 2 1 (1 / 2)
      ![1, 1, 1, 1] ![0, 0, 2, 2] ![0, 2, 0, 2] ![1, 2, 0, 1] := by
  constructor
  case step =>
    ext i
    simp only [forward, backward, Pi.add_apply, Pi.sub_apply, Pi.smul_apply, Pi.one_apply,
      smul_eq_mul]
    fin_cases i <;> norm_num
  -- evaluate each average outcome by outcome
  all_goals
    simp only [average, forward, backward, LinearMap.coe_mk, AddHom.coe_mk, Pi.sub_apply,
      Pi.mul_apply, Pi.smul_apply, Pi.one_apply, smul_eq_mul, Matrix.cons_val]
    norm_num

/-- In a theta-leap, `1 + θ(c₁ + c₂)τ` times the new mean population is an affine function of the
old mean. -/
theorem leap_mean {E : A →ₗ[ℝ] ℝ} {c₁ c₂ N τ θ : ℝ} {X K₁ K₂ Y : A}
    (h : IsThetaLeap E c₁ c₂ N τ θ X K₁ K₂ Y) :
    (1 + θ * ((c₁ + c₂) * τ)) * E Y
      = (1 - (1 - θ) * ((c₁ + c₂) * τ)) * E X + N * c₂ * τ := by
  obtain ⟨h0, h1, h2, -, -, -, -, -, hs⟩ := h
  have hE := congrArg E hs
  simp only [forward, backward, map_add, map_sub, map_smul, smul_eq_mul, h0] at h1 h2 hE
  linear_combination hE + h2 - h1

/-- In a theta-leap, `(1 + θ(c₁ + c₂)τ)²` times the new variance is `(1 - (1 - θ)(c₁ + c₂)τ)²` times
the old variance plus the Poisson noise of both reactions. -/
theorem leap_variance {E : A →ₗ[ℝ] ℝ} {c₁ c₂ N τ θ : ℝ} {X K₁ K₂ Y : A}
    (h : IsThetaLeap E c₁ c₂ N τ θ X K₁ K₂ Y) :
    (1 + θ * ((c₁ + c₂) * τ)) ^ 2 * variance E Y
      = (1 - (1 - θ) * ((c₁ + c₂) * τ)) ^ 2 * variance E X
        + τ * (c₁ * E X + c₂ * (N - E X)) := by
  have hm := leap_mean h
  obtain ⟨h0, -, -, x1, x2, s1, s2, j, hs⟩ := h
  -- solve the implicit equation for the new population, then square it
  have hY : (1 + θ * ((c₁ + c₂) * τ)) • Y
      = (1 + θ * ((c₁ + c₂) * τ)) • X + K₂ - K₁ := by
    simp only [forward, backward] at hs
    linear_combination (norm := module) hs
  have hE := congrArg (fun Z => E (Z * Z)) hY
  simp only [forward, backward, add_mul, sub_mul, mul_add, mul_sub, smul_mul_assoc,
    mul_smul_comm, mul_one, one_mul, map_add, map_sub, map_smul, smul_eq_mul, h0,
    mul_comm K₁ X, mul_comm K₂ X, mul_comm K₂ K₁] at x1 x2 s1 s2 j hE
  unfold variance
  linear_combination hE + 2 * (1 + θ * ((c₁ + c₂) * τ)) * (x2 - x1) + s1 + s2 - 2 * j
    - ((1 + θ * ((c₁ + c₂) * τ)) * E Y
      + ((1 - (1 - θ) * ((c₁ + c₂) * τ)) * E X + N * c₂ * τ)) * hm

/-- If `|b| < g`, a variance error `w` driven by a mean error `d` dies out, when each leap
multiplies `d` by `b/g` and damps `w` by `(b/g)²`. -/
theorem error_decay {b g s : ℝ} {d w : ℕ → ℝ} (hb : |b| < g)
    (hd : ∀ n, g * d (n + 1) = b * d n)
    (hw : ∀ n, g ^ 2 * w (n + 1) = b ^ 2 * w n + s * d n) :
    Tendsto w atTop (𝓝 0) := by
  have hg : 0 < g := lt_of_le_of_lt (abs_nonneg b) hb
  have hi : g⁻¹ * g = 1 := inv_mul_cancel₀ hg.ne'
  have hr : |b * g⁻¹| < 1 := by
    rw [← div_eq_mul_inv, abs_div, abs_of_pos hg, div_lt_one hg]
    exact hb
  have hd' : ∀ n, d (n + 1) = b * g⁻¹ * d n := fun n => by
    linear_combination g⁻¹ * hd n - d (n + 1) * hi
  have hw' : ∀ n, w (n + 1) = (b * g⁻¹) ^ 2 * w n + s * g⁻¹ ^ 2 * d n := fun n => by
    linear_combination g⁻¹ ^ 2 * hw n - w (n + 1) * (g⁻¹ * g + 1) * hi
  generalize b * g⁻¹ = r at hr hd' hw'
  generalize s * g⁻¹ ^ 2 = q at hw'
  have hk : (1 - r)⁻¹ * (1 - r) = 1 :=
    inv_mul_cancel₀ (by linarith [(abs_lt.1 hr).2] : 0 < 1 - r).ne'
  generalize (1 - r)⁻¹ = k at hk
  have hdn : ∀ n, d n = r ^ n * d 0 := by
    intro n
    induction n with
    | zero => simp
    | succ n ih => rw [hd' n, ih]; ring
  -- closed form of the driven variance error
  have hwn : ∀ n, w (n + 1)
      = r ^ 2 * w 0 * (r ^ n) ^ 2 + q * d 0 * k * (r ^ n - r * (r ^ n) ^ 2) := by
    intro n
    induction n with
    | zero => linear_combination hw' 0 - q * d 0 * hk
    | succ n ih =>
      linear_combination hw' (n + 1) + r ^ 2 * ih + q * hdn (n + 1)
        - q * d 0 * r * r ^ n * hk
  have hc : Continuous (fun x : ℝ =>
      r ^ 2 * w 0 * x ^ 2 + q * d 0 * k * (x - r * x ^ 2)) := by fun_prop
  refine (tendsto_add_atTop_iff_nat 1).1 ?_
  exact ((hc.tendsto' 0 0 (by simp)).comp
    (tendsto_pow_atTop_nhds_zero_of_abs_lt_one hr)).congr fun n => (hwn n).symm

/-- For `c₁ + c₂ > 0`, `τ > 0` and `(1 - 2θ)(c₁ + c₂)τ < 2`, the variance generated by the
theta-leaping moment recursions converges to `leapVariance` from any initial mean and variance. -/
theorem variance_tendsto {c₁ c₂ N τ θ : ℝ} {μ v : ℕ → ℝ} (hc : 0 < c₁ + c₂) (hτ : 0 < τ)
    (hst : (1 - 2 * θ) * ((c₁ + c₂) * τ) < 2)
    (hμ : ∀ n, (1 + θ * ((c₁ + c₂) * τ)) * μ (n + 1)
      = (1 - (1 - θ) * ((c₁ + c₂) * τ)) * μ n + N * c₂ * τ)
    (hv : ∀ n, (1 + θ * ((c₁ + c₂) * τ)) ^ 2 * v (n + 1)
      = (1 - (1 - θ) * ((c₁ + c₂) * τ)) ^ 2 * v n + τ * (c₁ * μ n + c₂ * (N - μ n))) :
    Tendsto v atTop (𝓝 (leapVariance c₁ c₂ N τ θ)) := by
  have hh : 0 < (c₁ + c₂) * τ := mul_pos hc hτ
  have hD : 0 < 2 + (2 * θ - 1) * ((c₁ + c₂) * τ) := by nlinarith
  have hm : steadyMean c₁ c₂ N * (c₁ + c₂) = N * c₂ := div_mul_cancel₀ _ hc.ne'
  have hV : leapVariance c₁ c₂ N τ θ
      * ((c₁ + c₂) ^ 2 * (2 + (2 * θ - 1) * ((c₁ + c₂) * τ))) = 2 * N * c₁ * c₂ :=
    div_mul_cancel₀ _ (mul_pos (pow_pos hc 2) hD).ne'
  -- the candidate is the fixed point at the steady mean
  have hfix : ((1 + θ * ((c₁ + c₂) * τ)) ^ 2 - (1 - (1 - θ) * ((c₁ + c₂) * τ)) ^ 2)
      * leapVariance c₁ c₂ N τ θ
      = τ * (c₁ * steadyMean c₁ c₂ N + c₂ * (N - steadyMean c₁ c₂ N)) := by
    apply mul_left_cancel₀ hc.ne'
    linear_combination τ * hV - τ * (c₁ - c₂) * hm
  have hb : |1 - (1 - θ) * ((c₁ + c₂) * τ)| < 1 + θ * ((c₁ + c₂) * τ) :=
    abs_lt.2 ⟨by nlinarith, by nlinarith⟩
  refine tendsto_sub_nhds_zero_iff.1 (error_decay (s := τ * (c₁ - c₂))
    (d := fun n => μ n - steadyMean c₁ c₂ N) hb (fun n => ?_) (fun n => ?_))
  · linear_combination hμ n - τ * hm
  · linear_combination hv n - hfix

/-- With the mean held at its steady value, the scalar variance recursion converges to
`leapVariance` when `c₁ + c₂ > 0`, `τ > 0` and `(1 - 2θ)(c₁ + c₂)τ < 2`. -/
theorem steady_recursion_tendsto {c₁ c₂ N τ θ : ℝ} {v : ℕ → ℝ} (hc : 0 < c₁ + c₂)
    (hτ : 0 < τ) (hst : (1 - 2 * θ) * ((c₁ + c₂) * τ) < 2)
    (hv : ∀ n, (1 + θ * ((c₁ + c₂) * τ)) ^ 2 * v (n + 1)
      = (1 - (1 - θ) * ((c₁ + c₂) * τ)) ^ 2 * v n + 2 * c₁ * steadyMean c₁ c₂ N * τ) :
    Tendsto v atTop (𝓝 (leapVariance c₁ c₂ N τ θ)) := by
  have hm : steadyMean c₁ c₂ N * (c₁ + c₂) = N * c₂ := div_mul_cancel₀ _ hc.ne'
  refine variance_tendsto (μ := fun _ => steadyMean c₁ c₂ N) hc hτ hst
    (fun n => ?_) (fun n => ?_)
  · linear_combination τ * hm
  · linear_combination hv n + τ * hm

/-- For `c₁ + c₂ ≠ 0`, the binomial weights satisfy detailed balance between neighbouring
populations `k` and `k + 1` of A. -/
theorem detailed_balance {c₁ c₂ : ℝ} (hc : c₁ + c₂ ≠ 0) {N k : ℕ} (hk : k < N) :
    c₁ * ((k : ℝ) + 1) * equilibrium c₁ c₂ N (k + 1)
      = c₂ * ((N : ℝ) - k) * equilibrium c₁ c₂ N k := by
  obtain ⟨j, rfl⟩ : ∃ j, N = k + 1 + j := ⟨N - (k + 1), by omega⟩
  have e1 : k + 1 + j - (k + 1) = j := by omega
  have e2 : k + 1 + j - k = j + 1 := by omega
  have hch := Nat.choose_succ_right_eq (k + 1 + j) k
  rw [e2] at hch
  have hch' : ((k + 1 + j).choose (k + 1) : ℝ) * ((k : ℝ) + 1)
      = ((k + 1 + j).choose k : ℝ) * ((j : ℝ) + 1) := by exact_mod_cast hch
  have hpq : c₁ * (c₂ / (c₁ + c₂)) = c₂ * (1 - c₂ / (c₁ + c₂)) := by
    linear_combination div_mul_cancel₀ c₂ hc
  unfold equilibrium
  rw [e1, e2]
  simp only [Nat.cast_add, Nat.cast_one]
  generalize 1 - c₂ / (c₁ + c₂) = q at hpq ⊢
  generalize c₂ / (c₁ + c₂) = p at hpq ⊢
  linear_combination c₁ * p * p ^ k * q ^ j * hch'
    + ((k + 1 + j).choose k : ℝ) * ((j : ℝ) + 1) * p ^ k * q ^ j * hpq

/-- For `c₁ + c₂ ≠ 0`, the equilibrium variance is `N c₁ c₂ / (c₁ + c₂)²`. -/
theorem equilibriumVariance_eq {c₁ c₂ : ℝ} (hc : c₁ + c₂ ≠ 0) (N : ℕ) :
    equilibriumVariance c₁ c₂ N = N * c₁ * c₂ / (c₁ + c₂) ^ 2 := by
  have h := congrArg (Polynomial.eval (c₂ / (c₁ + c₂))) (bernsteinPolynomial.variance ℝ N)
  simp only [bernsteinPolynomial, Polynomial.eval_finsetSum, Polynomial.eval_mul,
    Polynomial.eval_pow, Polynomial.eval_sub, Polynomial.eval_X, Polynomial.eval_one,
    Polynomial.eval_natCast, nsmul_eq_mul] at h
  have hq : 1 - c₂ / (c₁ + c₂) = c₁ / (c₁ + c₂) := by
    rw [eq_div_iff hc, sub_mul, div_mul_cancel₀ _ hc]
    ring
  calc equilibriumVariance c₁ c₂ N
      = N * (c₂ / (c₁ + c₂)) * (1 - c₂ / (c₁ + c₂)) := by
        rw [← h]
        refine Finset.sum_congr rfl fun k _ => ?_
        unfold equilibrium steadyMean
        rw [mul_div_assoc, sub_sq_comm]
    _ = N * c₁ * c₂ / (c₁ + c₂) ^ 2 := by
        rw [hq]
        field_simp

/-- For positive rates, step and molecule number, and `(1 - 2θ)(c₁ + c₂)τ < 2`, the variance
generated by theta-leaping tends to the equilibrium variance exactly when `θ = 1/2`. -/
theorem exact_iff_half {c₁ c₂ τ θ : ℝ} {N : ℕ} {μ v : ℕ → ℝ} (h₁ : 0 < c₁) (h₂ : 0 < c₂)
    (hN : 0 < N) (hτ : 0 < τ) (hst : (1 - 2 * θ) * ((c₁ + c₂) * τ) < 2)
    (hμ : ∀ n, (1 + θ * ((c₁ + c₂) * τ)) * μ (n + 1)
      = (1 - (1 - θ) * ((c₁ + c₂) * τ)) * μ n + N * c₂ * τ)
    (hv : ∀ n, (1 + θ * ((c₁ + c₂) * τ)) ^ 2 * v (n + 1)
      = (1 - (1 - θ) * ((c₁ + c₂) * τ)) ^ 2 * v n + τ * (c₁ * μ n + c₂ * (N - μ n))) :
    Tendsto v atTop (𝓝 (equilibriumVariance c₁ c₂ N)) ↔ θ = 1 / 2 := by
  have hc : 0 < c₁ + c₂ := add_pos h₁ h₂
  have hN' : (0 : ℝ) < N := Nat.cast_pos.2 hN
  have hD : 0 < 2 + (2 * θ - 1) * ((c₁ + c₂) * τ) := by nlinarith
  have hlim := variance_tendsto hc hτ hst hμ hv
  -- equality of the two variances, cleared of denominators
  have key : leapVariance c₁ c₂ N τ θ = equilibriumVariance c₁ c₂ N ↔
      2 * N * c₁ * c₂ * (c₁ + c₂) ^ 2 = N * c₁ * c₂
        * ((c₁ + c₂) ^ 2 * (2 + (2 * θ - 1) * ((c₁ + c₂) * τ))) := by
    rw [equilibriumVariance_eq hc.ne', leapVariance,
      div_eq_div_iff (mul_pos (pow_pos hc 2) hD).ne' (pow_pos hc 2).ne']
  constructor
  · intro h
    have he := key.1 (tendsto_nhds_unique hlim h)
    have hz : (N * c₁ * c₂ * (c₁ + c₂) ^ 2 * ((c₁ + c₂) * τ)) * (2 * θ - 1) = 0 := by
      linear_combination -he
    have hp : N * c₁ * c₂ * (c₁ + c₂) ^ 2 * ((c₁ + c₂) * τ) ≠ 0 := by positivity
    linarith [(mul_eq_zero.1 hz).resolve_left hp]
  · intro h
    rw [← key.2 (by rw [h]; ring)]
    exact hlim

end

end IsomerisationLeaping
```

```lean
#print axioms IsomerisationLeaping.leap_variance
#print axioms IsomerisationLeaping.steady_recursion_tendsto
#print axioms IsomerisationLeaping.detailed_balance
#print axioms IsomerisationLeaping.exact_iff_half
```

```
'IsomerisationLeaping.leap_variance' depends on axioms: [propext, Classical.choice, Quot.sound]
'IsomerisationLeaping.steady_recursion_tendsto' depends on axioms: [propext, Classical.choice, Quot.sound]
'IsomerisationLeaping.detailed_balance' depends on axioms: [propext, Classical.choice, Quot.sound]
'IsomerisationLeaping.exact_iff_half' depends on axioms: [propext, Classical.choice, Quot.sound]
```

## How the Lean proof is built

`isThetaLeap_witness` shows on four equally likely outcomes that the leap relations are compatible. Its counts are 0 or 2, with mean and variance 1.

In `leap_mean`, `E` is applied to the update equation, and `linear_combination` inserts the means of the counts. In `leap_variance`, `hY` is the solved update $gY=gX+K_2-K_1$. The proof squares it, expands the expectation with `simp only`, and inserts the second moments. The multiple of `hm` subtracts the square of the mean equation.

`error_decay` proves the closed form for $w_{n+1}$ by induction, with `k` standing for $1/(1-r)$. The right-hand side is a polynomial in $x=r^n$ that vanishes at $x=0$, so continuity and $r^n\to0$ give the limit. `variance_tendsto` supplies the stationary equation `hfix` and the bound `hb`, then applies this lemma to the two errors.

`detailed_balance` writes $N=k+1+j$ and combines the two identities used by hand. `equilibriumVariance_eq` evaluates Mathlib's variance identity for Bernstein polynomials at $p$, in place of the sum over independent molecules.

In `exact_iff_half`, uniqueness of limits turns convergence to the equilibrium variance into equality of the two formulas. Clearing denominators leaves a nonzero factor times $2\theta-1$ equal to zero. Conversely, $\theta=1/2$ makes the formulas agree.
